# Every eigenvalue of the bosonic number operator is a natural number, and lowering its eigenvector ends at a vacuum

## One mode, two maps and an inner product

A bosonic mode, such as a harmonic vibration or one mode of the electromagnetic field, has a lowering operator $a$ and a raising operator $a^\dagger$. Its number operator is $N = a^\dagger a$. The question is which numbers can occur as eigenvalues of $N$ when only the algebra of these operators is known, with no wave functions and no ground state given beforehand.

The raising operator is written $b$ below, in place of the usual $a^\dagger$. Both $a$ and $b$ are linear maps from a complex inner product space $V$ to itself, and they satisfy, for all $u, w$ in $V$,

$$\langle a u, w\rangle = \langle u, b w\rangle, \qquad a b u - b a u = u .$$

The first relation says that $b$ is adjoint to $a$. The second is the canonical commutation relation, which stands for the bosonic character of the mode. The inner product is linear in its second argument and conjugate-linear in its first, as in Dirac notation. An eigenvalue of $ba$ is called $\mu$, which here has nothing to do with a chemical potential. It may at first be any complex number. Natural numbers include zero, and a vacuum is a nonzero vector $x$ with $a x = 0$.

In Lean, `V` carries the structures `NormedAddCommGroup` and `InnerProductSpace ℂ`. It need not be complete, so it can be smaller than a Hilbert space.

```lean
import Mathlib

open scoped InnerProductSpace

namespace NumberOperatorSpectrum

/- The relations assumed below hold, for example, for differentiation `a` and multiplication
`b` by `X` on complex polynomials, with the inner product in which the powers `X ^ n` are
orthogonal and have squared norm `n!`. This instance is not formalised here. -/

variable {V : Type*} [NormedAddCommGroup V] [InnerProductSpace ℂ V]
```

This freedom is necessary. On a nonzero complete space, two linear maps that are defined everywhere and satisfy the adjoint relation are bounded, and bounded maps cannot satisfy the commutation relation. For the real oscillator, $a$ and $a^\dagger$ are unbounded and are not defined on all of $L^2(\mathbb R)$. One can take $V$ to be the Schwartz functions, which both operators map into themselves. The hypotheses then leave one step to analysis: showing that every eigenvector of the self-adjoint number operator on $L^2(\mathbb R)$ lies in $V$.

A nonzero space of finite dimension is excluded by the commutation relation, since the trace of $ab - ba$ would be zero while the trace of the identity is the dimension. Oscillator matrices truncated to the lowest levels therefore violate the relation: it holds on every level kept except the highest, where it fails.

## Each lowering subtracts one from the eigenvalue

Suppose $b a v = \mu v$, and write $x_k = a^k v$ for the vector reached after $k$ lowerings. The claim is

$$b a x_k = (\mu - k)\, x_k .$$

For $k = 0$ this is the assumption. If it holds for $k$, apply the commutation relation to the vector $u = a x_k$:

$$b a (a x_k) = a (b a x_k) - a x_k = (\mu - k)\, a x_k - a x_k = (\mu - k - 1)\, a x_k .$$

Since $a x_k = x_{k+1}$, this is the claim for $k + 1$.

```lean
/-- If `ab - ba = 1` and `v` satisfies `ba v = μ v`, then `k` applications of `a` give a vector
that satisfies the same equation with `μ - k` in place of `μ`. -/
theorem number_lower (a b : Module.End ℂ V) (hcomm : ∀ u, a (b u) - b (a u) = u)
    {μ : ℂ} {v : V} (hv : b (a v) = μ • v) (k : ℕ) :
    b (a ((a ^ k) v)) = (μ - k) • (a ^ k) v := by
  induction k with
  | zero => simpa using hv
  | succ k ih =>
    rw [pow_succ', Module.End.mul_apply]
    -- move `b` past one factor of `a`
    have h := hcomm (a ((a ^ k) v))
    rw [ih, map_smul] at h
    have h2 : b (a (a ((a ^ k) v))) = (μ - k) • a ((a ^ k) v) - a ((a ^ k) v) := by
      rw [eq_sub_iff_add_eq, add_comm]
      exact (sub_eq_iff_eq_add.mp h).symm
    rw [h2]
    push_cast
    module
```

The type `Module.End ℂ V` is that of linear maps from `V` to itself, and `a ^ k` is the $k$-fold composition. The hypothesis `hcomm` is the commutation relation, stated vector by vector. The theorem does not require `v` to be nonzero, so it speaks of a vector satisfying the eigenvalue equation and not of an eigenvector.

The proof is the induction above. The term `hcomm (a ((a ^ k) v))` is the commutation relation at $a x_k$, the rewriting by `ih` inserts the equation for $x_k$, and `h2` is the displayed line solved for $b a (a x_k)$. The tactic `module` then collects the scalar coefficients.

The commutation relation by itself puts no restriction on $\mu$. On smooth functions of $x > 0$, with $a = d/dx$ and $b$ multiplication by $x$, the function $x^\mu$ satisfies $b a x^\mu = \mu x^\mu$ for every complex $\mu$. The restriction enters through the inner product.

## The eigenvalue fixes the length of the lowered vector

Let $b a x = \mu x$. Moving $a$ from the left argument to the right gives

$$\|a x\|^2 = \langle a x, a x\rangle = \langle x, b a x\rangle = \mu \langle x, x\rangle = \mu \|x\|^2 .$$

If $x \neq 0$, then $\mu$ is a quotient of a non-negative number by a positive one, so it is real and non-negative.

```lean
/-- If `b` is adjoint to `a` and `ba x = μ x`, then the squared norm of `a x` is `μ` times
the squared norm of `x`. -/
theorem norm_sq_lower (a b : Module.End ℂ V) (hadj : ∀ u w, ⟪a u, w⟫_ℂ = ⟪u, b w⟫_ℂ)
    {μ : ℂ} {x : V} (hx : b (a x) = μ • x) :
    ((‖a x‖ ^ 2 : ℝ) : ℂ) = μ * ((‖x‖ ^ 2 : ℝ) : ℂ) := by
  have e : ∀ y : V, ((‖y‖ ^ 2 : ℝ) : ℂ) = ⟪y, y⟫_ℂ := fun y => by
    rw [Complex.ofReal_pow]
    exact (inner_self_eq_norm_sq_to_K y).symm
  rw [e, e, hadj, hx, inner_smul_right]
```

The hypothesis `hadj` is the adjoint relation. Since `μ` is complex, the equation is stated in `ℂ`, with the real squared norms regarded as complex numbers. The auxiliary fact `e` replaces a squared norm by an inner product. The final `rw` then follows the chain of equalities: `hadj` moves the operator, `hx` inserts the eigenvalue equation, and `inner_smul_right` takes out the scalar.

## The descent stops, and it stops at a vacuum

Let $v \neq 0$ with $b a v = \mu v$. The two previous results, applied to $x_k = a^k v$, give

$$\|a x_k\|^2 = (\mu - k)\, \|x_k\|^2 ,$$

and the real part of this equation is $\|a x_k\|^2 = (\operatorname{Re}\mu - k)\,\|x_k\|^2$. Choose a natural number $k > \operatorname{Re}\mu$. If $x_k$ were nonzero, the right-hand side would be negative and the left-hand side would not. Hence $x_k = 0$.

The sequence $x_0, x_1, x_2, \dots$ thus starts with the nonzero vector $v$ and reaches zero. It has a last nonzero member $x_n$, for which $a x_n = x_{n+1} = 0$. This $x_n$ is a vacuum. The eigenvalue equation for $x_n$ now reads

$$0 = b a x_n = (\mu - n)\, x_n ,$$

and since $x_n \neq 0$, it follows that $\mu = n$.

```lean
/-- Let `b` be adjoint to `a` with `ab - ba = 1`. Every eigenvalue of the number operator `ba`
is a natural number `n`, and `n` applications of `a` turn its eigenvector into a nonzero
vector annihilated by `a`. -/
theorem eigenvalue_is_natural (a b : Module.End ℂ V)
    (hadj : ∀ u w, ⟪a u, w⟫_ℂ = ⟪u, b w⟫_ℂ) (hcomm : ∀ u, a (b u) - b (a u) = u)
    {μ : ℂ} {v : V} (hv0 : v ≠ 0) (hv : b (a v) = μ • v) :
    ∃ n : ℕ, μ = n ∧ (a ^ n) v ≠ 0 ∧ a ((a ^ n) v) = 0 := by
  -- for `k > μ.re`, lowering a nonzero `(a ^ k) v` once more would give a negative squared norm
  obtain ⟨k, hk⟩ := exists_nat_gt μ.re
  have hzero : (a ^ k) v = 0 := by
    by_contra hne
    have hr := congrArg Complex.re (norm_sq_lower a b hadj (number_lower a b hcomm hv k))
    rw [Complex.ofReal_re, Complex.re_mul_ofReal, Complex.sub_re, Complex.natCast_re] at hr
    have hpos : 0 < ‖(a ^ k) v‖ ^ 2 := pow_pos (norm_pos_iff.mpr hne) 2
    nlinarith [sq_nonneg ‖a ((a ^ k) v)‖, mul_pos (sub_pos.mpr hk) hpos]
  -- hence there is a last nonzero vector among the `(a ^ n) v`
  obtain ⟨n, hn, hn1⟩ : ∃ n : ℕ, (a ^ n) v ≠ 0 ∧ a ((a ^ n) v) = 0 := by
    by_contra hno
    have hall : ∀ m : ℕ, (a ^ m) v ≠ 0 := by
      intro m
      induction m with
      | zero => simpa using hv0
      | succ m ih =>
        rw [pow_succ', Module.End.mul_apply]
        exact fun h0 => hno ⟨m, ih, h0⟩
    exact hall k hzero
  have h := number_lower a b hcomm hv n
  rw [hn1, map_zero] at h
  exact ⟨n, sub_eq_zero.mp ((smul_eq_zero.mp h.symm).resolve_right hn), hn, hn1⟩
```

In words: if `v` is nonzero and satisfies `b (a v) = μ • v`, then there is a natural number `n` equal to `μ` such that `(a ^ n) v` is nonzero and is annihilated by `a`. For `n = 0` the vector `v` is itself the vacuum.

The proof has the same three stages. The fact `hzero` is obtained by contradiction: `hr` is the real part of the norm equation, and `nlinarith` finds the conflict of signs. The last nonzero vector is also found by contradiction. If no nonzero $x_n$ had $a x_n = 0$, then induction would make every $x_m$ nonzero, against `hzero`. The closing lines read off $\mu = n$ from the eigenvalue equation at $x_n$.

The theorem concerns eigenvalues, although the namespace is called `NumberOperatorSpectrum`; it makes no statement about continuous spectrum. Nor does it supply an eigenvector. On the smooth functions of compact support on the real line, the oscillator's $a$ and $a^\dagger$ satisfy both relations, yet $N$ has no eigenvector there, because the vacuum would have to be a Gaussian.

For a single harmonic mode with Hamiltonian $\hbar\omega(N + \tfrac12)$, where $\omega$ is the angular frequency, the result restricts the energy eigenvalues to $\hbar\omega(n + \tfrac12)$; with anharmonic terms in the potential the Hamiltonian no longer has this form, and the result does not by itself give its energies.

## Squared norms on the way down

When $\mu = n$, the norm equation becomes a recursion,

$$\|x_{k+1}\|^2 = (n - k)\, \|x_k\|^2 ,$$

and multiplying the factors gives

$$\|a^k v\|^2 = n (n-1) \cdots (n-k+1)\, \|v\|^2 .$$

For $k > n$ the product contains the factor zero, in agreement with the end of the descent. For a unit vector $v$ and $k \le n$, the norm is $\|a^k v\| = \sqrt{n!/(n-k)!}$. With $k = 1$ and $n \geq 1$ this is the familiar factor $\sqrt n$ in $a|n\rangle = \sqrt n\,|n-1\rangle$.

```lean
/-- Let `b` be adjoint to `a` with `ab - ba = 1`, and let `ba v = n v`. Then `k` applications
of `a` multiply the squared norm of `v` by the falling factorial `n (n-1) ... (n-k+1)`. -/
theorem norm_sq_descent (a b : Module.End ℂ V)
    (hadj : ∀ u w, ⟪a u, w⟫_ℂ = ⟪u, b w⟫_ℂ) (hcomm : ∀ u, a (b u) - b (a u) = u)
    {n : ℕ} {v : V} (hv : b (a v) = (n : ℂ) • v) (k : ℕ) :
    ‖(a ^ k) v‖ ^ 2 = (n.descFactorial k : ℝ) * ‖v‖ ^ 2 := by
  induction k with
  | zero => simp
  | succ k ih =>
    have h := norm_sq_lower a b hadj (number_lower a b hcomm hv k)
    have h' : ‖a ((a ^ k) v)‖ ^ 2 = ((n : ℝ) - k) * ‖(a ^ k) v‖ ^ 2 := by
      exact_mod_cast h
    rw [pow_succ' a k, Module.End.mul_apply, h', ih, Nat.descFactorial_succ]
    -- below the vacuum both sides vanish
    rcases le_or_gt k n with hk | hk
    · rw [Nat.cast_mul, Nat.cast_sub hk]
      ring
    · rw [Nat.descFactorial_eq_zero_iff_lt.mpr hk]
      simp
```

The expression `n.descFactorial k` is the falling factorial $n(n-1)\cdots(n-k+1)$, equal to one for $k = 0$. The vector `v` is not assumed to be normalised, and it may be zero.

The induction uses `h'`, which is the recursion as an equation between real numbers. The split into `k ≤ n` and `n < k` is needed because subtraction of natural numbers in Lean stops at zero. In the first case `n - k` is the ordinary difference, and in the second the falling factorial is already zero.

A concrete instance is provided by complex polynomials in $X$, with $a = d/dX$, $b$ multiplication by $X$, and an inner product in which the powers are orthogonal with $\|X^m\|^2 = m!$. Take $v = X^3$. Then $b a v = X \cdot 3X^2 = 3v$, so $n = 3$, and $\|v\|^2 = 6$. The descent is as follows.

| $k$ | $a^k v$ | $\|a^k v\|^2$ directly | falling factorial times $6$ |
|---|---|---|---|
| 0 | $X^3$ | $6$ | $1 \cdot 6 = 6$ |
| 1 | $3X^2$ | $9 \cdot 2 = 18$ | $3 \cdot 6 = 18$ |
| 2 | $6X$ | $36 \cdot 1 = 36$ | $6 \cdot 6 = 36$ |
| 3 | $6$ | $36 \cdot 1 = 36$ | $6 \cdot 6 = 36$ |
| 4 | $0$ | $0$ | $0 \cdot 6 = 0$ |

The vacuum is the constant polynomial, reached after three steps.

## A single vacuum leaves one state per level

Now assume also that the vacuum is unique up to a scalar factor. Physically, the mode has no further degree of freedom that $a$ leaves untouched. A charged particle in a magnetic field is different: its Landau-level lowering operator annihilates the whole lowest level, which contains many independent states.

Let $v \neq 0$ and $w$ satisfy the eigenvalue equation with the same $\mu$. By the previous results $\mu = n$, and $a^n v$ is a vacuum. The vector $a^n w$ is annihilated by $a$ as well, because

$$\|a(a^n w)\|^2 = (n - n)\,\|a^n w\|^2 = 0 .$$

Uniqueness of the vacuum gives a complex number $c$ with $a^n w = c\, a^n v$. Put $u = w - c v$. Then $b a u = n u$ and $a^n u = 0$, so the norm formula with $k = n$ yields

$$0 = \|a^n u\|^2 = n!\, \|u\|^2 .$$

Since $n! \neq 0$, the vector $u$ vanishes and $w = c v$.

```lean
/-- Let `b` be adjoint to `a` with `ab - ba = 1`. If the vectors annihilated by `a` are all
multiples of any nonzero one among them, then each eigenvalue of `ba` is nondegenerate. -/
theorem nondegenerate_of_unique_vacuum (a b : Module.End ℂ V)
    (hadj : ∀ u w, ⟪a u, w⟫_ℂ = ⟪u, b w⟫_ℂ) (hcomm : ∀ u, a (b u) - b (a u) = u)
    (hvac : ∀ x y, a x = 0 → a y = 0 → x ≠ 0 → ∃ c : ℂ, y = c • x)
    {μ : ℂ} {v w : V} (hv0 : v ≠ 0) (hv : b (a v) = μ • v) (hw : b (a w) = μ • w) :
    ∃ c : ℂ, w = c • v := by
  obtain ⟨n, hμ, hn, hn1⟩ := eigenvalue_is_natural a b hadj hcomm hv0 hv
  subst hμ
  have hw1 : a ((a ^ n) w) = 0 := by
    have h := norm_sq_lower a b hadj (number_lower a b hcomm hw n)
    rw [sub_self, zero_mul] at h
    exact norm_eq_zero.mp (pow_eq_zero_iff two_ne_zero |>.mp (Complex.ofReal_eq_zero.mp h))
  obtain ⟨c, hc⟩ := hvac _ _ hn1 hw1 hn
  refine ⟨c, sub_eq_zero.mp ?_⟩
  -- `w - c v` satisfies the eigenvalue equation and `a ^ n` annihilates it, so its norm vanishes
  have hu : b (a (w - c • v)) = (n : ℂ) • (w - c • v) := by
    simp only [map_sub, map_smul, hv, hw]
    module
  have h := norm_sq_descent a b hadj hcomm hu n
  rw [map_sub, map_smul, hc, sub_self, norm_zero, Nat.descFactorial_self] at h
  have hf : (n.factorial : ℝ) ≠ 0 := Nat.cast_ne_zero.mpr n.factorial_ne_zero
  have h0 : ‖w - c • v‖ ^ 2 = 0 :=
    (mul_eq_zero.mp (h.symm.trans (by norm_num))).resolve_left hf
  exact norm_eq_zero.mp (pow_eq_zero_iff two_ne_zero |>.mp h0)

end NumberOperatorSpectrum
```

The hypothesis `hvac` expresses uniqueness: any vector annihilated by `a` is a multiple of any nonzero vector annihilated by `a`. It is assumed here and does not follow from the two operator relations. It does not say that a vacuum exists; existence comes from `v` through `eigenvalue_is_natural`. The conclusion allows `w = 0`, with `c = 0`.

In the proof, `hw1` is the statement $a(a^n w) = 0$, and `hc` is the relation between the two lowered vectors. The facts `hu` and `h` are the eigenvalue equation and the norm formula for $w - c v$, and `hf` says that the factorial is nonzero.

```lean
#print axioms NumberOperatorSpectrum.eigenvalue_is_natural
#print axioms NumberOperatorSpectrum.nondegenerate_of_unique_vacuum
```

```
'NumberOperatorSpectrum.eigenvalue_is_natural' depends on axioms: [propext, Classical.choice, Quot.sound]
'NumberOperatorSpectrum.nondegenerate_of_unique_vacuum' depends on axioms: [propext, Classical.choice, Quot.sound]
```

## The factor $\sqrt n$ in vibrational transition moments

In a harmonic treatment of a molecular vibration with reduced mass $m$ and angular frequency $\omega$, the displacement is $q = \sqrt{\hbar/(2m\omega)}\,(a + a^\dagger)$. Let $|n\rangle$ be the normalised states, with the usual choice of phases. To find $\langle n-1|q|n\rangle$ for $n \geq 1$, note that $a^\dagger|n\rangle$ belongs to level $n+1$ and is orthogonal to $|n-1\rangle$. Only the lowering term contributes, and $a|n\rangle = \sqrt n\,|n-1\rangle$ gives

$$\langle n-1|q|n\rangle = \sqrt{\frac{\hbar n}{2m\omega}} .$$

If the dipole moment is taken to be linear in $q$, the squared transition moment is proportional to $n$. The transition $2 \to 1$ then has twice the squared moment of $1 \to 0$.
